# Rescaling positive smooth charges restores the total but misplaces charge unless every region has the same augmentation ratio

In a typical ultrasoft pseudopotential calculation, the squared pseudo-wavefunctions of the occupied states account for only part of the valence electrons. The rest is held in augmentation charges localised around the atoms. Suppose that only the smooth density is at hand, and that it is multiplied by one factor so that it integrates to the full number of valence electrons. The total is then right. Is the charge of each atom right as well?

## The error in one region

Divide the system into finitely many regions, at least one. Region i holds a smooth charge s_i > 0 and an augmentation charge q_i, both counted in electrons, so that electronic charge is positive. Its true charge is s_i + q_i. Write S = Σ_j s_j and Q = Σ_j q_j for the totals. The rescaling factor is

c = (S + Q) / S,

and the error in region i, rescaled minus true charge, is

e_i = c s_i − (s_i + q_i) = s_i (Q/S − q_i/s_i).

A region gains charge exactly when its augmentation ratio q_i/s_i is below the global ratio Q/S. The errors sum to zero, and they all vanish if and only if the ratio is the same in every region. If no augmentation charge is negative and at least one is positive, every region without augmentation gains charge.

The symbol q_i stands here for the integrated augmentation charge of a region. The ultrasoft literature often uses q with two indices for the integrals of the augmentation functions, which is a different quantity.

## Where a code normalises a density

A post-processing routine may read a density from a file and normalise it to the number of valence electrons before it computes atomic charges. If the file holds only the smooth part, a later check of the total charge passes by construction and can't reveal the missing augmentation. A comparison with the true charge of each region can, unless all the augmentation ratios are equal. For electronic-structure calculations with ultrasoft pseudopotentials, the result thus bears on population analysis with the same regions for the smooth and the full density, at the level of finitely many regional totals and not of the density at each point.

The direction of the error is also known. An interstitial region with some smooth charge and no augmentation comes out too rich in electrons under the sign conditions above, and regions with a ratio above the global one come out too poor.

## From the total charge to the regional errors

Since there is at least one region and every s_i is positive, S > 0. A common factor c restores the total when

Σ_i c s_i = c S = S + Q.

Division by S gives the only solution, c = (S + Q)/S = 1 + Q/S. Insert it into the error:

e_i = (1 + Q/S) s_i − s_i − q_i = s_i Q/S − q_i = s_i (Q/S − q_i/s_i).

The sum of the errors is c S − (S + Q) = 0.

Because s_i > 0, the error e_i vanishes exactly when q_i/s_i = Q/S. If all errors vanish, all ratios therefore equal Q/S and hence each other. Conversely, let all ratios equal r. Then q_j = r s_j for every j, and summation gives Q = r S. So r = Q/S, and every error vanishes.

For a region with q_i = 0 the formula reduces to

e_i = s_i Q/S.

If all q_j ≥ 0 and one of them is positive, then Q > 0 and this error is positive.

If two regions have different ratios, the errors do not all vanish. Were none of them positive, they would be non-positive numbers with sum zero, and each would be zero, a contradiction. So some region gains charge, and by the same argument with the sign reversed some region loses charge.

For two regions, numbered 0 and 1,

e_0 = [s_0 (q_0 + q_1) − q_0 (s_0 + s_1)] / (s_0 + s_1) = (s_0 q_1 − s_1 q_0) / (s_0 + s_1).

## Three regions with numbers

Take s = (4, 4, 2) and q = (3, 1, 0). Then S = 10, Q = 4 and c = 1.4.

- Region 0: 5.6 − 7 = −1.4
- Region 1: 5.6 − 5 = +0.6
- Region 2: 2.8 − 2 = +0.8

The errors sum to zero. Region 1 gains charge although it carries augmentation, because its ratio 0.25 is below the global ratio 0.4. Region 2 has no augmentation and gains s_2 Q/S = 0.8.

## The Lean source

```lean
import Mathlib

open Finset

namespace AugmentationRescaling

variable {ι : Type*} [Fintype ι]

/-- The common factor applied to the smooth charges `s`: total charge, smooth plus augmentation,
divided by total smooth charge. Its domain is nonzero total smooth charge. -/
noncomputable def rescaleFactor (s q : ι → ℝ) : ℝ :=
  (∑ i, (s i + q i)) / ∑ i, s i

/-- The error in region `i`: rescaled smooth charge minus the true charge `s i + q i`.
Its domain is nonzero total smooth charge. -/
noncomputable def regionalError (s q : ι → ℝ) (i : ι) : ℝ :=
  rescaleFactor s q * s i - (s i + q i)

/-- With at least one region, positive smooth charges have a positive total. -/
theorem total_smooth_pos [Nonempty ι] {s : ι → ℝ} (hs : ∀ i, 0 < s i) :
    0 < ∑ i, s i :=
  Finset.sum_pos (fun i _ => hs i) Finset.univ_nonempty

/-- For positive smooth charges in at least one region, a common factor `c` restores the total
charge if and only if it is `rescaleFactor s q`. -/
theorem restores_total_iff [Nonempty ι] {s q : ι → ℝ} (hs : ∀ i, 0 < s i) (c : ℝ) :
    ∑ i, c * s i = ∑ i, (s i + q i) ↔ c = rescaleFactor s q := by
  rw [← Finset.mul_sum, rescaleFactor, eq_div_iff (total_smooth_pos hs).ne']

/-- For positive smooth charges, the error in a region is its smooth charge times the difference
between the global augmentation ratio and the ratio `q i / s i` of that region. -/
theorem regionalError_eq [Nonempty ι] {s q : ι → ℝ} (hs : ∀ i, 0 < s i) (i : ι) :
    regionalError s q i = s i * ((∑ j, q j) / (∑ j, s j) - q i / s i) := by
  have hS := (total_smooth_pos hs).ne'
  have hi := (hs i).ne'
  -- the factor is one plus the global augmentation ratio
  have h1 : rescaleFactor s q = 1 + (∑ j, q j) / ∑ j, s j := by
    rw [rescaleFactor, Finset.sum_add_distrib, add_div, div_self hS]
  have h2 : s i * (q i / s i) = q i := by field_simp
  rw [regionalError, h1]
  linear_combination h2

/-- For positive smooth charges, a region gains charge if and only if its augmentation ratio
lies below the global one. -/
theorem gains_iff [Nonempty ι] {s q : ι → ℝ} (hs : ∀ i, 0 < s i) (i : ι) :
    0 < regionalError s q i ↔ q i / s i < (∑ j, q j) / ∑ j, s j := by
  rw [regionalError_eq hs i, mul_pos_iff_of_pos_left (hs i), sub_pos]

/-- For positive smooth charges, a region without augmentation charge has as its error the total
augmentation charge times the region's share of the smooth charge. -/
theorem bare_region_error [Nonempty ι] {s q : ι → ℝ} (hs : ∀ i, 0 < s i) {i : ι}
    (hi : q i = 0) :
    regionalError s q i = s i * ((∑ j, q j) / ∑ j, s j) := by
  rw [regionalError_eq hs i, hi, zero_div, sub_zero]

/-- Let all smooth charges be positive. The regional errors of the rescaling sum to zero; they all
vanish if and only if the ratio of augmentation to smooth charge is the same in every region; and
if no augmentation charge is negative and some is positive, every region without augmentation
charge gains charge. -/
theorem rescaling_errors [Nonempty ι] {s q : ι → ℝ} (hs : ∀ i, 0 < s i) :
    ∑ i, regionalError s q i = 0 ∧
    ((∀ i, regionalError s q i = 0) ↔ ∀ i j, q i / s i = q j / s j) ∧
    ((∀ j, 0 ≤ q j) → (∃ j, 0 < q j) → ∀ i, q i = 0 → 0 < regionalError s q i) := by
  have hS := total_smooth_pos hs
  refine ⟨?_, ⟨?_, ?_⟩, ?_⟩
  · -- the factor restores the total charge
    have h := (restores_total_iff (q := q) hs (rescaleFactor s q)).2 rfl
    simp only [regionalError]
    rw [Finset.sum_sub_distrib, h, sub_self]
  · -- without errors every ratio equals the global one
    intro h
    have key : ∀ i, q i / s i = (∑ k, q k) / ∑ k, s k := by
      intro i
      have h0 := h i
      rw [regionalError_eq hs i] at h0
      rcases mul_eq_zero.1 h0 with h1 | h1
      · exact absurd h1 (hs i).ne'
      · linarith
    intro i j
    rw [key i, key j]
  · -- a common ratio is the global ratio
    intro h i
    have hr : q i / s i = (∑ k, q k) / ∑ k, s k := by
      rw [eq_div_iff hS.ne', Finset.mul_sum]
      refine Finset.sum_congr rfl fun j _ => ?_
      have hj := (hs j).ne'
      rw [h i j]
      field_simp
    rw [regionalError_eq hs i, hr, sub_self, mul_zero]
  · rintro hq ⟨j, hj⟩ i hi
    rw [bare_region_error hs hi]
    have hQ : 0 < ∑ k, q k :=
      Finset.sum_pos' (fun k _ => hq k) ⟨j, Finset.mem_univ j, hj⟩
    exact mul_pos (hs i) (div_pos hQ hS)

/-- For positive smooth charges, if two regions have different augmentation ratios, then some
region gains charge and some region loses charge. -/
theorem exists_gain_and_loss [Nonempty ι] {s q : ι → ℝ} (hs : ∀ i, 0 < s i) {i j : ι}
    (hij : q i / s i ≠ q j / s j) :
    (∃ k, 0 < regionalError s q k) ∧ ∃ l, regionalError s q l < 0 := by
  obtain ⟨hsum, hiff, -⟩ := rescaling_errors (q := q) hs
  have hne : ¬ ∀ k, regionalError s q k = 0 := fun h => hij (hiff.1 h i j)
  -- errors of one sign that sum to zero would all vanish
  constructor
  · by_contra hc
    have hle : ∀ k ∈ Finset.univ, regionalError s q k ≤ 0 :=
      fun k _ => not_lt.1 fun h => hc ⟨k, h⟩
    exact hne fun k => (Finset.sum_eq_zero_iff_of_nonpos hle).1 hsum k (Finset.mem_univ k)
  · by_contra hc
    have hge : ∀ k ∈ Finset.univ, 0 ≤ regionalError s q k :=
      fun k _ => not_lt.1 fun h => hc ⟨k, h⟩
    exact hne fun k => (Finset.sum_eq_zero_iff_of_nonneg hge).1 hsum k (Finset.mem_univ k)

/-- For two regions with nonzero total smooth charge, the error in the first region is
`(s 0 * q 1 - s 1 * q 0) / (s 0 + s 1)`. -/
theorem two_region_error (s q : Fin 2 → ℝ) (h : s 0 + s 1 ≠ 0) :
    regionalError s q 0 = (s 0 * q 1 - s 1 * q 0) / (s 0 + s 1) := by
  have hc : rescaleFactor s q * (s 0 + s 1) = s 0 + q 0 + (s 1 + q 1) := by
    simp only [rescaleFactor, Fin.sum_univ_two]
    field_simp
  rw [eq_div_iff h, regionalError]
  linear_combination s 0 * hc

end AugmentationRescaling
```

```lean
#print axioms AugmentationRescaling.gains_iff
-- 'AugmentationRescaling.gains_iff' depends on axioms: [propext, Classical.choice, Quot.sound]
#print axioms AugmentationRescaling.rescaling_errors
-- 'AugmentationRescaling.rescaling_errors' depends on axioms: [propext, Classical.choice, Quot.sound]
#print axioms AugmentationRescaling.exists_gain_and_loss
-- 'AugmentationRescaling.exists_gain_and_loss' depends on axioms: [propext, Classical.choice, Quot.sound]
#print axioms AugmentationRescaling.two_region_error
-- 'AugmentationRescaling.two_region_error' depends on axioms: [propext, Classical.choice, Quot.sound]
```

## How the Lean statements describe the charges

The regions are the elements of a finite type `ι`, and `[Nonempty ι]` says that there is at least one. The functions `s q : ι → ℝ` give the smooth and the augmentation charge of each region. `rescaleFactor s q` is c, and `regionalError s q i` is e_i, with a positive sign for a gain. The hypothesis `hs` states that every region holds some smooth charge.

The factor is defined by its formula, and `restores_total_iff` proves that it restores the total and that no other factor does. The main theorem, `rescaling_errors`, has three parts: the zero sum, the criterion of equal ratios, and the gain of regions without augmentation. Only the third restricts the signs of the augmentation charges. With a single region the first two parts say that rescaling makes no error.

`exists_gain_and_loss` treats two regions with different ratios, among any number of regions. `two_region_error` is the formula for e_0 above, and it asks only that s_0 + s_1 be nonzero.

## How the Lean proofs follow the algebra

`total_smooth_pos` supplies S > 0, which permits each division by S. In `restores_total_iff`, the factor is taken out of the sum and the equation is divided by S.

`regionalError_eq` is the central formula. Its step `h1` rewrites the factor as 1 + Q/S, `h2` cancels s_i in s_i (q_i/s_i), and `linear_combination` completes the algebra. `gains_iff` reads off the sign after removing the positive factor s_i, and `bare_region_error` sets q_i = 0.

In `rescaling_errors`, the zero sum comes from `restores_total_iff`. For the criterion, `key` shows that each ratio equals Q/S when the errors vanish, and `hr` shows that a common ratio must be Q/S by summing over the regions. The last part obtains Q > 0 from `Finset.sum_pos'`.

`exists_gain_and_loss` argues by contradiction, using the fact that numbers of one sign with sum zero all vanish. In `two_region_error`, `hc` states that the factor times s_0 + s_1 is the total charge, and multiplying it by s_0 gives the formula.

## Signs, integrals and rounding

The third part of the main theorem assumes that no augmentation charge is negative. Without that assumption, one positive augmentation charge is not enough. Take s = (1, 1, 3) and q = (0, 1, −2), so that the true charges 1, 2 and 1 are all positive. Then Q/S = −1/5, and region 0, which has no augmentation, loses a fifth of an electron. By e_i = s_i Q/S, the sign of the total Q decides.

The step from these numbers to a real calculation is the integration of the two densities. The user has to ensure that s_i and q_i are their integrals over the same regions, which do not overlap and together contain all the charge. In Bader's analysis the regions are found from the density itself, so the smooth density can give other regions than the full one, and the formulas do not cover that change. Overlapping atomic spheres count some charge twice, and an omitted interstitial region changes S.

The charges are fixed real numbers, so the theorems describe a rescaling applied to a given density, without any self-consistent response to it. In floating-point numbers the errors sum to zero only up to rounding. Vanishing regional errors also leave open how the charge is distributed inside each region.
